# The RFO secular equation with nonzero gradient components has exactly one root below the Hessian spectrum, and it is negative

## Is the level shift of a rational function step well defined?

I am minimising a molecular energy and have reached a geometry where the Hessian has a negative eigenvalue, so the Newton step runs uphill along that mode. Rational function optimisation (RFO) handles this by shifting all curvatures. With Hessian eigenvalues $h_i$ and gradient components $g_i$ in the eigenbasis, the step is $g_i/(\lambda-h_i)$, and the shift $\lambda$ solves

$$\lambda=\sum_i\frac{g_i^2}{\lambda-h_i}.$$

The recipe says to take the root below the lowest eigenvalue. I have been told that, when no $g_i$ vanishes, this root exists, is unique and is negative whatever the signs of the $h_i$. A sketch of both sides against $\lambda$ makes that plausible, but I would like a rigorous argument, checked by machine, that also shows where the condition on the gradient enters.

## From the rational model to the secular equation

The claim holds for finitely many modes, at least one, and it is enough that the gradient is nonzero along one mode of lowest curvature. For a displacement $s$ with components $s_i$ in the eigenbasis, RFO models the energy change by

$$\varepsilon(s)=\frac{N(s)}{1+s\cdot s},\qquad N(s)=g\cdot s+\tfrac12\sum_i h_is_i^2 .$$

The $1$ in the denominator fixes a unit of length: displacements are measured in units of the distance at which the denominator halves the quadratic expansion, so $s$ is dimensionless and $g_i$, $h_i$, $\lambda$ are energies, which stand below for their numerical values in a fixed energy unit. Setting $\partial\varepsilon/\partial s_i=0$ gives $(g_i+h_is_i)(1+s\cdot s)=2Ns_i$, that is $g_i+h_is_i=\lambda s_i$ with $\lambda=2\varepsilon$. Multiplying by $s_i$ and summing gives $g\cdot s+\sum_ih_is_i^2=\lambda\,s\cdot s$. Subtracting this from $2N=\lambda(1+s\cdot s)$ leaves $g\cdot s=\lambda$. For $\lambda\neq h_i$ the first relation has the solution $s_i=\sigma_i$ with

$$\sigma_i=\frac{g_i}{\lambda-h_i},$$

and the second becomes $\lambda=R(\lambda)$ with $R(\lambda)=\sum_ig_i^2/(\lambda-h_i)$. The two relations together say that $(\sigma,1)$ is an eigenvector, with eigenvalue $\lambda$, of the augmented Hessian $\begin{pmatrix}\operatorname{diag}h&g\\ g^{\mathsf T}&0\end{pmatrix}$. Its unit-length form is $(\sigma,1)/\sqrt{1+\sigma\cdot\sigma}$.

## One root below the spectrum

Let $m=\min_ih_i$, attained at a mode $i_0$ with $g_{i_0}\neq0$, and define for $\lambda<m$ the residual

$$F(\lambda)=\lambda-R(\lambda)=\lambda+\sum_i\frac{g_i^2}{h_i-\lambda}.$$

All denominators $h_i-\lambda$ are positive there. For $\lambda<\mu<m$ one has $h_i-\lambda>h_i-\mu>0$, so no term of the sum decreases in going from $\lambda$ to $\mu$, while the first term increases strictly. Hence $F(\lambda)<F(\mu)$, and $F$ has at most one zero below $m$.

At a zero, $\lambda=-\sum_ig_i^2/(h_i-\lambda)$. Every term of the sum is nonnegative and the term $i_0$ is positive, so $\lambda<0$.

For existence, put $G=\sum_ig_i^2$ and $a=\min(m,0)-1-G$. Since $a\le m-1$, each $h_i-a\ge1$, the sum is at most $G$, and $F(a)\le a+G=\min(m,0)-1<0$. Near the pole put $d=g_{i_0}^2/(|m|+1+g_{i_0}^2)$, which satisfies $0<d\le1$, and $b=m-d$. Keeping only the term $i_0$,

$$F(b)\ge m-d+\frac{g_{i_0}^2}{d}=(m+|m|)+(1-d)+g_{i_0}^2>0 .$$

Also $a\le m-1\le b<m$, so $F$ is continuous on $[a,b]$, and the intermediate value theorem gives a zero there.

## The root gives the global minimum of the model

Because $(h_i-\lambda)\sigma_i=-g_i$, expanding the square gives, for any $s$,

$$(h_i-\lambda)(s_i-\sigma_i)^2=h_is_i^2-\lambda s_i^2+2g_is_i-\frac{g_i^2}{\lambda-h_i}.$$

Summing over $i$ and using $R(\lambda)=\lambda$ turns the right side into $2N(s)-\lambda(1+s\cdot s)$, so

$$\varepsilon(s)-\frac\lambda2=\frac{\sum_i(h_i-\lambda)(s_i-\sigma_i)^2}{2(1+s\cdot s)} .$$

For $\lambda<m$ all weights $h_i-\lambda$ are positive. Therefore $\varepsilon(s)\ge\lambda/2$, with equality exactly when $s=\sigma$. With $\lambda<0$ the best step predicts a lowering of the energy. This bears on geometry optimisation and on augmented-Hessian orbital optimisation in electronic structure, for a single step of the finite-dimensional model with unit scaling: provided the gradient is nonzero along a mode of lowest curvature, the shift that the minimisation rule asks for is well defined also when the Hessian is indefinite.

## The Lean 4 file

```lean
import Mathlib

open Finset Matrix

namespace RationalFunctionOptimisation

noncomputable section

variable {ι : Type*} [Fintype ι]

/-- Right-hand side `∑ gᵢ² / (x - hᵢ)` of the RFO secular equation, for Hessian eigenvalues `h`,
gradient components `g` in the eigenbasis and level shift `x`. -/
def secularRhs (h g : ι → ℝ) (x : ℝ) : ℝ := ∑ i, g i ^ 2 / (x - h i)

/-- The lowest Hessian eigenvalue `min hᵢ`. -/
def lowest [Nonempty ι] (h : ι → ℝ) : ℝ := univ.inf' univ_nonempty h

/-- The level-shifted step `sᵢ = gᵢ / (x - hᵢ)`. -/
def step (h g : ι → ℝ) (x : ℝ) : ι → ℝ := fun i => g i / (x - h i)

/-- The augmented Hessian: `diag h` bordered by the gradient, with a zero corner. -/
def augHessian [DecidableEq ι] (h g : ι → ℝ) : Matrix (ι ⊕ Unit) (ι ⊕ Unit) ℝ :=
  fromBlocks (diagonal h) (of fun i _ => g i) (of fun _ j => g j) 0

/-- The rational model of the energy change, `(g·s + ½ ∑ hᵢ sᵢ²) / (1 + s·s)`. -/
def model (h g s : ι → ℝ) : ℝ :=
  (∑ i, g i * s i + (∑ i, h i * s i ^ 2) / 2) / (1 + ∑ i, s i ^ 2)

/-- The secular sum equals `-∑ gᵢ² / (hᵢ - x)`. -/
theorem secularRhs_eq_neg (h g : ι → ℝ) (x : ℝ) :
    secularRhs h g x = -∑ i, g i ^ 2 / (h i - x) := by
  rw [secularRhs, ← Finset.sum_neg_distrib]
  refine Finset.sum_congr rfl fun i _ => ?_
  rw [← div_neg, neg_sub]

/-- Below all Hessian eigenvalues, `x - ∑ gᵢ² / (x - hᵢ)` increases strictly with the shift. -/
theorem residual_lt (h g : ι → ℝ) {x y : ℝ} (hxy : x < y) (hy : ∀ i, y < h i) :
    x - secularRhs h g x < y - secularRhs h g y := by
  have hle : ∑ i, g i ^ 2 / (h i - x) ≤ ∑ i, g i ^ 2 / (h i - y) :=
    Finset.sum_le_sum fun i _ =>
      div_le_div_of_nonneg_left (sq_nonneg _) (sub_pos.2 (hy i)) (by linarith)
  rw [secularRhs_eq_neg, secularRhs_eq_neg]
  linarith

/-- If some gradient component is nonzero, a secular root below all Hessian eigenvalues is
negative. -/
theorem root_neg (h g : ι → ℝ) {x : ℝ} (i₀ : ι) (hg : g i₀ ≠ 0) (hx : ∀ i, x < h i)
    (hroot : x = secularRhs h g x) : x < 0 := by
  have hpos : 0 < ∑ i, g i ^ 2 / (h i - x) :=
    Finset.sum_pos' (fun i _ => div_nonneg (sq_nonneg _) (sub_pos.2 (hx i)).le)
      ⟨i₀, Finset.mem_univ _, div_pos (by positivity) (sub_pos.2 (hx i₀))⟩
  rw [secularRhs_eq_neg] at hroot
  linarith

/-- If the gradient is nonzero along a mode of lowest eigenvalue, the secular equation has
exactly one root below all Hessian eigenvalues. -/
theorem existsUnique_root (h g : ι → ℝ) (i₀ : ι) (hmin : ∀ i, h i₀ ≤ h i) (hg : g i₀ ≠ 0) :
    ∃! x, (∀ i, x < h i) ∧ x = secularRhs h g x := by
  have hg2 : 0 < g i₀ ^ 2 := by positivity
  have hG : 0 ≤ ∑ i, g i ^ 2 := Finset.sum_nonneg fun i _ => sq_nonneg _
  have hD : 0 < |h i₀| + 1 + g i₀ ^ 2 := by positivity
  obtain ⟨d, hd⟩ : ∃ d, d = g i₀ ^ 2 / (|h i₀| + 1 + g i₀ ^ 2) := ⟨_, rfl⟩
  have hd0 : 0 < d := hd ▸ div_pos hg2 hD
  have hd1 : d ≤ 1 := by
    rw [hd, div_le_iff₀ hD]
    linarith [abs_nonneg (h i₀)]
  have hdq : g i₀ ^ 2 / d = |h i₀| + 1 + g i₀ ^ 2 := by
    rw [div_eq_iff hd0.ne', hd]
    field_simp
  obtain ⟨a, ha⟩ : ∃ a, a = min (h i₀) 0 - 1 - ∑ i, g i ^ 2 := ⟨_, rfl⟩
  have ha1 : a ≤ h i₀ - 1 := by linarith [min_le_left (h i₀) 0]
  have hab : a ≤ h i₀ - d := by linarith
  -- far below the spectrum the residual is nonpositive
  have hFa : a - secularRhs h g a ≤ 0 := by
    have hle : ∑ i, g i ^ 2 / (h i - a) ≤ ∑ i, g i ^ 2 :=
      Finset.sum_le_sum fun i _ => div_le_self (sq_nonneg _) (by linarith [hmin i])
    rw [secularRhs_eq_neg]
    linarith [min_le_right (h i₀) 0]
  -- close to the lowest pole its term dominates
  have hFb : 0 ≤ (h i₀ - d) - secularRhs h g (h i₀ - d) := by
    have hle : g i₀ ^ 2 / (h i₀ - (h i₀ - d)) ≤ ∑ i, g i ^ 2 / (h i - (h i₀ - d)) :=
      Finset.single_le_sum (f := fun i => g i ^ 2 / (h i - (h i₀ - d)))
        (fun i _ => div_nonneg (sq_nonneg _) (by linarith [hmin i])) (Finset.mem_univ i₀)
    rw [sub_sub_cancel, hdq] at hle
    rw [secularRhs_eq_neg]
    linarith [neg_abs_le (h i₀)]
  have hterm : ∀ i, ContinuousOn (fun x : ℝ => g i ^ 2 / (x - h i)) (Set.Icc a (h i₀ - d)) :=
    fun i => continuousOn_const.div (continuousOn_id.sub continuousOn_const) fun x hx =>
      ne_of_lt (by linarith [hx.2, hmin i])
  have hsum : ContinuousOn (fun x : ℝ => ∑ i, g i ^ 2 / (x - h i)) (Set.Icc a (h i₀ - d)) :=
    continuousOn_finsetSum _ fun i _ => hterm i
  have hcont : ContinuousOn (fun x => x - secularRhs h g x) (Set.Icc a (h i₀ - d)) :=
    continuousOn_id.sub hsum
  obtain ⟨x, hx, hx0⟩ := intermediate_value_Icc hab hcont ⟨hFa, hFb⟩
  have hx0' : x - secularRhs h g x = 0 := hx0
  have hxlt : ∀ i, x < h i := fun i => by linarith [hx.2, hmin i]
  refine ⟨x, ⟨hxlt, by linarith⟩, ?_⟩
  -- strict monotonicity excludes a second root
  rintro y ⟨hy, hy0⟩
  rcases lt_trichotomy y x with hlt | heq | hlt
  · linarith [residual_lt h g hlt hxlt]
  · exact heq
  · linarith [residual_lt h g hlt hy]

/-- If every gradient component is nonzero, the RFO secular equation has exactly one solution
below the lowest Hessian eigenvalue, and any such solution is negative. -/
theorem rfo_secular_root [Nonempty ι] (h g : ι → ℝ) (hg : ∀ i, g i ≠ 0) :
    (∃! x, x < lowest h ∧ x = secularRhs h g x) ∧
      ∀ x, x < lowest h → x = secularRhs h g x → x < 0 := by
  have hlow : ∀ x, x < lowest h ↔ ∀ i, x < h i := fun x => by
    simp [lowest, Finset.lt_inf'_iff]
  obtain ⟨i₀, -, hi⟩ := Finset.exists_min_image univ h univ_nonempty
  simp only [hlow]
  exact ⟨existsUnique_root h g i₀ (fun i => hi i (Finset.mem_univ i)) (hg i₀),
    fun x hx hr => root_neg h g i₀ (hg i₀) hx hr⟩

/-- With eigenvalues `(-2, 1)` and gradient `(0, 1)`, which vanishes along the lowest mode, the
secular equation has no root below `-2`. -/
theorem no_root_of_zero_gradient (x : ℝ) (hx : x < -2) :
    x ≠ secularRhs ![-2, 1] ![0, 1] x := by
  intro hr
  have hval : secularRhs ![-2, 1] ![0, 1] x = 1 / (x - 1) := by
    simp [secularRhs, Fin.sum_univ_two]
  have hne : x - 1 ≠ 0 := ne_of_lt (by linarith)
  rw [hval, eq_div_iff hne] at hr
  nlinarith

/-- Away from the Hessian eigenvalues, `x` solves the secular equation exactly when the vector
`(s, 1)` built from the level-shifted step is multiplied by `x` under the augmented Hessian. -/
theorem secular_iff_eigenvector [DecidableEq ι] (h g : ι → ℝ) {x : ℝ} (hx : ∀ i, x ≠ h i) :
    x = secularRhs h g x ↔
      augHessian h g *ᵥ Sum.elim (step h g x) (fun _ => 1) =
        x • Sum.elim (step h g x) (fun _ => 1) := by
  have h1 : ∀ (s : ι → ℝ) (i : ι),
      (augHessian h g *ᵥ Sum.elim s (fun _ => 1)) (Sum.inl i) = h i * s i + g i := by
    intro s i
    simp [augHessian, Matrix.mulVec, dotProduct, Fintype.sum_sum_type, Matrix.diagonal_apply]
  have h2 : ∀ (s : ι → ℝ) (u : Unit),
      (augHessian h g *ᵥ Sum.elim s (fun _ => 1)) (Sum.inr u) = ∑ i, g i * s i := by
    intro s u
    simp [augHessian, Matrix.mulVec, dotProduct, Fintype.sum_sum_type]
  have h3 : ∑ i, g i * step h g x i = secularRhs h g x :=
    Finset.sum_congr rfl fun i _ => by
      simp only [step]
      ring
  constructor
  · intro hr
    funext k
    rcases k with i | u
    · have hne : x - h i ≠ 0 := sub_ne_zero.2 (hx i)
      have hs : step h g x i * (x - h i) = g i := div_mul_cancel₀ _ hne
      rw [h1]
      simp only [Pi.smul_apply, Sum.elim_inl, smul_eq_mul]
      linarith
    · rw [h2, h3, ← hr]
      simp
  · intro hv
    have hlast := congrFun hv (Sum.inr ())
    rw [h2, h3] at hlast
    simp only [Pi.smul_apply, Sum.elim_inr, smul_eq_mul, mul_one] at hlast
    exact hlast.symm

/-- At a secular root `x` below all Hessian eigenvalues the rational model is at least `x / 2`
for every displacement, with equality exactly at the level-shifted step. -/
theorem model_minimum (h g : ι → ℝ) {x : ℝ} (hx : ∀ i, x < h i) (hroot : x = secularRhs h g x)
    (s : ι → ℝ) : x / 2 ≤ model h g s ∧ (model h g s = x / 2 ↔ s = step h g x) := by
  have hS : 0 ≤ ∑ i, s i ^ 2 := Finset.sum_nonneg fun i _ => sq_nonneg _
  have hden : 0 < 1 + ∑ i, s i ^ 2 := by linarith
  -- completing the square mode by mode
  have key : ∑ i, (h i - x) * (s i - step h g x i) ^ 2 =
      2 * ∑ i, g i * s i + ∑ i, h i * s i ^ 2 - x * ∑ i, s i ^ 2 - secularRhs h g x := by
    simp only [secularRhs, Finset.mul_sum]
    rw [← Finset.sum_add_distrib, ← Finset.sum_sub_distrib, ← Finset.sum_sub_distrib]
    refine Finset.sum_congr rfl fun i _ => ?_
    have hne : x - h i ≠ 0 := (sub_neg.2 (hx i)).ne
    simp only [step]
    field_simp
    ring
  rw [← hroot] at key
  have hnn : ∀ i ∈ (univ : Finset ι), 0 ≤ (h i - x) * (s i - step h g x i) ^ 2 :=
    fun i _ => mul_nonneg (sub_pos.2 (hx i)).le (sq_nonneg _)
  have hsum := Finset.sum_nonneg hnn
  refine ⟨?_, ?_⟩
  · rw [model, le_div_iff₀ hden]
    linarith
  · rw [model, div_eq_iff hden.ne']
    constructor
    · intro he
      have hz : ∑ i, (h i - x) * (s i - step h g x i) ^ 2 = 0 := by linarith
      funext i
      have hi := (Finset.sum_eq_zero_iff_of_nonneg hnn).1 hz i (Finset.mem_univ i)
      have hsq := (mul_eq_zero.1 hi).resolve_left (sub_pos.2 (hx i)).ne'
      exact sub_eq_zero.1 (pow_eq_zero_iff two_ne_zero |>.1 hsq)
    · intro he
      have hz : ∑ i, (h i - x) * (s i - step h g x i) ^ 2 = 0 :=
        Finset.sum_eq_zero fun i _ => by rw [he]; simp
      linarith

end

end RationalFunctionOptimisation
```

```lean
#print axioms RationalFunctionOptimisation.rfo_secular_root
#print axioms RationalFunctionOptimisation.no_root_of_zero_gradient
#print axioms RationalFunctionOptimisation.secular_iff_eigenvector
#print axioms RationalFunctionOptimisation.model_minimum
```

```
'RationalFunctionOptimisation.rfo_secular_root' depends on axioms: [propext, Classical.choice, Quot.sound]
'RationalFunctionOptimisation.no_root_of_zero_gradient' depends on axioms: [propext, Classical.choice, Quot.sound]
'RationalFunctionOptimisation.secular_iff_eigenvector' depends on axioms: [propext, Classical.choice, Quot.sound]
'RationalFunctionOptimisation.model_minimum' depends on axioms: [propext, Classical.choice, Quot.sound]
```

## What the theorems say

The finite type `ι` labels the modes, and `h g : ι → ℝ` are arbitrary real curvatures and gradient components, with repeated, zero and negative $h_i$ allowed. The shift $\lambda$ is called `x`. The definitions `secularRhs`, `lowest`, `step` and `model` are $R$, $m$, $\sigma$ and $\varepsilon$. The assumption `[Nonempty ι]` gives the minimum a meaning, and a single mode is allowed. The matrix `augHessian h g` is indexed by `ι ⊕ Unit`, the modes together with one extra index for the border, and `Sum.elim (step h g x) (fun _ => 1)` is the unnormalised vector $(\sigma,1)$.

The main theorem `rfo_secular_root` assumes `hg : ∀ i, g i ≠ 0`, meaning that the force has a component along every mode. It concludes that exactly one `x` satisfies both `x < lowest h` and `x = secularRhs h g x`, and that every such `x` is negative. The statement `existsUnique_root` gives the first half under the weaker assumption: `hmin` says that `i₀` is a lowest mode, and only `g i₀ ≠ 0` is required. For the sign, `root_neg` needs a nonzero component along any one mode. For a free molecule in Cartesian coordinates `hg` fails, because the force along overall translations is zero. Modes with $g_i=0$ contribute nothing to $R$, so they can be left out and the main theorem applied to the remaining modes, if there are any. The minimum is then taken over the remaining modes only, and the root need not lie below the curvatures left out.

The theorem `secular_iff_eigenvector` says that, for `x` different from every `h i`, the secular equation holds if and only if the augmented Hessian multiplies $(\sigma,1)$ by `x`. The vector is nonzero because its last entry is $1$. Lean evaluates division by zero to zero, so at a pole the corresponding term of `secularRhs` would silently vanish; the hypothesis `hx` excludes this, and below the spectrum it does not arise. The theorem `model_minimum` takes a root below all `h i` as given, places no condition on `g`, and states the bound `x / 2 ≤ model h g s` for every `s`, with equality if and only if `s = step h g x`.

The Hessian is taken as already diagonal, in an orthonormal basis, and the scaling in the denominator is the identity. The statements concern the model and not the true energy surface, so they say nothing about the actual energy change, the length of the step, convergence over many steps, or the partitioned variant for saddle-point searches. The differentiation of $\varepsilon$ above, the examples below apart from the statement of `no_root_of_zero_gradient`, and the identification of this root as the lowest eigenvalue of the augmented Hessian are ordinary reasoning that the file does not formalise. The identification follows from the Rayleigh quotient of the augmented Hessian at a nonzero vector $(s,t)$: for $t\neq0$ it equals $2\varepsilon(s/t)\ge\lambda$, and for $t=0$ it is at least $m>\lambda$, so no eigenvalue lies below $\lambda$.

## How the Lean proofs follow the argument

The lemma `secularRhs_eq_neg` rewrites $R$ with the denominators $h_i-\lambda$, and the following lemmas start from that form. In `residual_lt` the termwise comparison is `div_le_div_of_nonneg_left` under `Finset.sum_le_sum`, and `linarith` adds the strict inequality `hxy`. Only the larger shift has to be assumed below the spectrum. In `root_neg`, `Finset.sum_pos'` expresses that nonnegative terms with one positive term have a positive sum.

The proof of `existsUnique_root` uses the same $a$ and $d$, and writes $b$ as `h i₀ - d`. The facts `hd0`, `hd1` and `hdq` are $0<d$, $d\le1$ and $g_{i_0}^2/d=|m|+1+g_{i_0}^2$. In `hFa`, `div_le_self` bounds each term by $g_i^2$ because its denominator is at least $1$. In `hFb`, `Finset.single_le_sum` keeps the term $i_0$ and `neg_abs_le` supplies $m+|m|\ge0$. Only the weak inequalities $F(a)\le0\le F(b)$ are recorded, which is what `intermediate_value_Icc` asks for, together with the continuity built up in `hterm`, `hsum` and `hcont`. For uniqueness, a second root `y` is compared with `x` by `lt_trichotomy`, and in each strict case `residual_lt` would give $0<0$. The main theorem then translates `x < lowest h` into `∀ i, x < h i` through `hlow`, picks a lowest mode with `Finset.exists_min_image`, and applies the two results.

In `secular_iff_eigenvector`, `h1` and `h2` compute the rows of the product as $h_is_i+g_i$ and $g\cdot s$, and `h3` is $g\cdot\sigma=R(\lambda)$. The upper rows hold by the definition of the step, through `hs`, so the last row alone carries the secular equation. In `model_minimum`, `key` is the summed square identity, proved mode by mode with `field_simp` and `ring`. Clearing the positive denominator makes both claims linear in the sums. For the equality case, `Finset.sum_eq_zero_iff_of_nonneg` makes each term vanish, and the positive weight forces $s_i=\sigma_i$.

## Two modes with one negative curvature

Number the modes $0$ and $1$ and take $h=(-1,2)$, $g=(1,2)$. Then $m=-1$, $G=5$, $a=-7$, $d=1/3$ and $b=-4/3$. The residual has the values $F(a)=-7+\tfrac16+\tfrac49<0$ and $F(b)=-\tfrac43+3+\tfrac65=\tfrac{43}{15}>0$. The root is $\lambda=-2$, since $R(-2)=\tfrac1{-1}+\tfrac4{-4}=-2$. The step is $\sigma=(-1,-\tfrac12)$, opposite in sign to the gradient in both modes, whereas the Newton step $-g_i/h_i=(1,-1)$ climbs along mode $0$. The numerator is $N=-2+\tfrac12(-1+\tfrac12)=-\tfrac94$, the denominator is $1+1+\tfrac14=\tfrac94$, and $\varepsilon=-1=\lambda/2$. The vector $(\sigma,1)$ has length $3/2$, so the normalised eigenvector is $(-2,-1,2)/3$, and

$$\begin{pmatrix}-1&0&1\\0&2&2\\1&2&0\end{pmatrix}\begin{pmatrix}-2\\-1\\2\end{pmatrix}=\begin{pmatrix}4\\2\\-4\end{pmatrix}=-2\begin{pmatrix}-2\\-1\\2\end{pmatrix}.$$

## No force along the lowest mode

The gradient condition enters the existence argument through $d>0$ and the pole at $m$. The theorem `no_root_of_zero_gradient` shows that existence can fail without it. For $h=(-2,1)$ and $g=(0,1)$ the equation reduces to $\lambda=1/(\lambda-1)$, that is $\lambda(\lambda-1)=1$. For $\lambda<-2$ the left side exceeds $6$, and `nlinarith` derives the contradiction after `hval` has evaluated the sum. The roots $(1\pm\sqrt5)/2$ both lie above $-2$. The lowest eigenvalue of the augmented Hessian is then $-2$ itself, with eigenvector $(1,0,0)$, whose last entry is zero and cannot be scaled to $1$. Physically this is the situation of a geometry where symmetry removes the force along an unstable symmetry-breaking mode. A vanishing $g_{i_0}$ does not always remove the root: with the same $h$ and $g=(0,\sqrt{12})$ the equation $\lambda(\lambda-1)=12$ has the solution $-3$, below $-2$. The condition is thus sufficient for existence but not necessary.
